# Odd orbital and even contact-type hyperfine expectations in nondegenerate ground states of $H+itM$ with real $H$ and $M$

Run a hyperfine calculation at spin-orbit strength $t$, run it again at $-t$, and take half the sum and half the difference of the two hyperfine values. The half-sum is the contact-type contribution at $t$ and the half-difference is the orbital one, provided that the Hamiltonian has the form $H+itM$ with fixed real matrices $H$ and $M$ and that its ground state is nondegenerate at every real $t$.

The matrices refer to a finite orthonormal basis of real functions. There the spin-free Hamiltonian, with no external magnetic field, is a real symmetric matrix $H$. A component of orbital angular momentum is $i$ times a real antisymmetric matrix, so a spin-orbit term $L_zS_z$ with a fixed spin projection becomes $itM$, where $t$ collects the coupling constant and the spin value. In the same way the orbital hyperfine operator is $iK$ with $K$ real antisymmetric, and a contact-type operator is a real symmetric matrix $A$. Contact-type here covers the Fermi contact term and also the spin-dipolar term, which is real symmetric too when the spin projection is fixed. The sign of $t$ is reversed through the coupling constant, with the spin projection held fixed, so that $A$ and $K$ are the same in both runs. The full product $\mathbf L\cdot\mathbf S$ does not have this form in the usual spin basis, because the matrix of $S_y$ is itself imaginary.

## Real matrices and the Hamiltonian

```lean
import Mathlib

open Matrix

namespace HyperfineParity

noncomputable section

variable {n : Type*}
```

The type `n` is the set of labels of the basis functions. A matrix over `n` has one row and one column for each label.

```lean
/-- The operator with real matrix `A`, regarded as a complex matrix. -/
def realOp (A : Matrix n n ℝ) : Matrix n n ℂ := A.map (fun x => (x : ℂ))
```

`Matrix n n ℝ` is the type of real square matrices and `Matrix n n ℂ` that of complex ones. Lean keeps the two apart, so `realOp A` takes the real matrix $A$ and reads each entry as a complex number. This is how a contact-type operator enters.

```lean
/-- The operator `iK` built from a real matrix `K`. -/
def imagOp (K : Matrix n n ℝ) : Matrix n n ℂ := Complex.I • realOp K
```

`imagOp K` is the matrix $iK$, with entries $iK_{ij}$. The symbol `•` multiplies a matrix or a vector by a number.

```lean
/-- The Hamiltonian `H + itM` with real coupling strength `t`. -/
def hamiltonian (H M : Matrix n n ℝ) (t : ℝ) : Matrix n n ℂ :=
  realOp H + (t : ℂ) • imagOp M
```

`hamiltonian H M t` is $H(t)=H+itM$, with entries $H_{ij}+itM_{ij}$. The real number $t$ is the only parameter. $H$ and $M$ do not change with it, so a mean-field Hamiltonian that is made self-consistent anew at each $t$ is a different problem.

```lean
/-- For real symmetric `H` and real antisymmetric `M`, the Hamiltonian `H + itM` is Hermitian. -/
theorem hamiltonian_isHermitian {H M : Matrix n n ℝ} (hH : Hᵀ = H) (hM : Mᵀ = -M) (t : ℝ) :
    (hamiltonian H M t).IsHermitian := by
  refine Matrix.IsHermitian.ext fun i j => ?_
  have h1 : H j i = H i j := congrFun (congrFun hH i) j
  have h2 : M j i = -M i j := congrFun (congrFun hM i) j
  simp [hamiltonian, realOp, imagOp, h1, h2]
```

This is the first theorem. The hypotheses stand before the last colon of the statement, the claim after it, and the proof follows `:= by`. The hypothesis `hH` says $H^{T}=H$, and `hM` says $M^{T}=-M$. The claim is that $H(t)$ is Hermitian. By hand,

$$\overline{H(t)_{ji}}=H_{ji}-itM_{ji}=H_{ij}+itM_{ij}=H(t)_{ij}.$$

The proof reads the two hypotheses entry by entry as `h1` and `h2`, and `simp` does the substitution. The theorem confirms that the model is a proper quantum Hamiltonian when $H$ and $M$ have these symmetries. The parity argument below uses only that $H$ and $M$ are real.

## Expectation values and ground states

```lean
variable [Fintype n]

/-- The expectation value `v†Ov`. -/
def expectation (O : Matrix n n ℂ) (v : n → ℂ) : ℂ := star v ⬝ᵥ O *ᵥ v
```

From here on the basis is finite. For a complex vector $v$ and an operator $O$, `expectation O v` is

$$v^\dagger O v=\sum_{i,j}\overline{v_i}\,O_{ij}\,v_j .$$

In Lean, `star v` is the vector of complex conjugates, `*ᵥ` applies a matrix to a vector, and `⬝ᵥ` is the plain sum of products with no conjugation of its own. The value is the physical expectation when $v$ has norm one, which the next definition demands.

```lean
/-- `v` is a unit eigenvector of `h` whose real eigenvalue `E` is the lowest one. -/
structure IsGroundState (h : Matrix n n ℂ) (E : ℝ) (v : n → ℂ) : Prop where
  unit : star v ⬝ᵥ v = 1
  eigen : h *ᵥ v = (E : ℂ) • v
  lowest : ∀ (F : ℝ) (u : n → ℂ), u ≠ 0 → h *ᵥ u = (F : ℂ) • u → E ≤ F
```

`IsGroundState h E v` bundles three conditions on a matrix $h$, a real number $E$ and a vector $v$:

- `unit`: $v^\dagger v=1$.
- `eigen`: $hv=Ev$.
- `lowest`: if $hu=Fu$ for a real $F$ and a nonzero $u$, then $E\le F$.

For a Hermitian $h$ all eigenvalues are real, so this is the usual notion of a normalised ground state.

```lean
/-- Every solution of `hu = Eu` is a multiple of `v`. -/
def Nondegenerate (h : Matrix n n ℂ) (E : ℝ) (v : n → ℂ) : Prop :=
  ∀ u : n → ℂ, h *ᵥ u = (E : ℂ) • u → ∃ c : ℂ, u = c • v
```

`Nondegenerate h E v` says that every solution of $hu=Eu$ is $u=cv$ for some complex $c$. Physically, no second independent state with the same spin projection shares the ground-state energy. The Kramers partner of a state with an odd number of electrons has the opposite projection and lies outside the model. This is assumed, not derived from $H$ and $M$, and it excludes both orbital degeneracy and a crossing of the lowest two levels.

## Conjugation reverses the coupling

```lean
/-- For real `H`, `M` and `t`, applying `H - itM` to the complex conjugate of `v` gives the complex
conjugate of `(H + itM)v`. -/
theorem hamiltonian_neg_mulVec_star (H M : Matrix n n ℝ) (t : ℝ) (v : n → ℂ) :
    hamiltonian H M (-t) *ᵥ star v = star (hamiltonian H M t *ᵥ v) := by
  ext i
  simp only [Matrix.mulVec, dotProduct, Pi.star_apply, star_sum, star_mul']
  refine Finset.sum_congr rfl fun j _ => ?_
  congr 1
  simp [hamiltonian, realOp, imagOp]
```

Since $H$, $M$ and $t$ are real, changing the sign of $t$ conjugates each entry of the Hamiltonian: $H(-t)_{ij}=H_{ij}-itM_{ij}=\overline{H(t)_{ij}}$. Therefore

$$\bigl(H(-t)\,\bar v\bigr)_i=\sum_j\overline{H(t)_{ij}}\,\overline{v_j}=\overline{\bigl(H(t)v\bigr)_i}.$$

The proof takes the same route. `ext i` picks a component, the first `simp only` writes it as a sum and moves the conjugation inside, and `Finset.sum_congr` compares the sums term by term. `congr 1` removes the common factor $\overline{v_j}$, so that only the relation between matrix entries is left for the last `simp`.

```lean
/-- The conjugate of a ground state at coupling `t` is a ground state at coupling `-t`,
with the same energy. -/
theorem IsGroundState.conj {H M : Matrix n n ℝ} {t E : ℝ} {v : n → ℂ}
    (h : IsGroundState (hamiltonian H M t) E v) :
    IsGroundState (hamiltonian H M (-t)) E (star v) := by
  refine ⟨?_, ?_, fun F u hu he => ?_⟩
  · rw [star_star, dotProduct_comm]
    exact h.unit
  · rw [hamiltonian_neg_mulVec_star, h.eigen, star_smul]
    simp
  · -- a competing eigenvector at `-t` is conjugated back to `t`
    refine h.lowest F (star u) (star_ne_zero.mpr hu) ?_
    have hc := hamiltonian_neg_mulVec_star H M (-t) u
    rw [neg_neg, he, star_smul] at hc
    simpa using hc
```

If $v$ is a ground state at $t$ with energy $E$, then $\bar v$ is one at $-t$ with the same energy. The three conditions are checked in order:

1. The norm is unchanged, because $\sum_i v_i\overline{v_i}=\sum_i\overline{v_i}v_i=1$.
2. The eigenvalue equation holds, because $H(-t)\bar v=\overline{H(t)v}=\overline{Ev}=E\bar v$ for real $E$.
3. Suppose $H(-t)u=Fu$ with $u\neq0$ and $F$ real. Conjugating gives $H(t)\bar u=F\bar u$ with $\bar u\ne0$, and since $E$ is lowest at $t$, $E\le F$.

The proof has one bullet for each condition. In the third, `hc` is the previous theorem applied at $-t$, and `neg_neg` turns $-(-t)$ back into $t$.

## From a conjugated state to a transposed operator

```lean
/-- If the ground state at coupling `-t` is nondegenerate, the expectation of any operator
there equals that of its transpose in a ground state at coupling `t`. -/
theorem expectation_reversed {H M : Matrix n n ℝ} {t E F : ℝ} {v w : n → ℂ}
    (hv : IsGroundState (hamiltonian H M t) E v)
    (hw : IsGroundState (hamiltonian H M (-t)) F w)
    (hn : Nondegenerate (hamiltonian H M (-t)) F w) (O : Matrix n n ℂ) :
    expectation O w = expectation Oᵀ v := by
  have hs := hv.conj
  have ne_zero : ∀ x : n → ℂ, star x ⬝ᵥ x = 1 → x ≠ 0 := by
    rintro x hx rfl
    simp at hx
  -- both energies are lowest, hence equal
  have hE : E = F := le_antisymm (hs.lowest F w (ne_zero _ hw.unit) hw.eigen)
    (hw.lowest E _ (ne_zero _ hs.unit) hs.eigen)
  obtain ⟨c, hc⟩ := hn (star v) (hE ▸ hs.eigen)
  -- the remaining factor is a phase
  have hphase : star c * c = 1 := by
    have hu := hs.unit
    rw [hc] at hu
    simp only [star_smul, smul_dotProduct, dotProduct_smul, smul_eq_mul, hw.unit] at hu
    linear_combination hu
  have h1 : expectation O (star v) = expectation O w := by
    rw [hc]
    simp only [expectation, star_smul, Matrix.mulVec_smul, smul_dotProduct, dotProduct_smul,
      smul_eq_mul]
    linear_combination (star w ⬝ᵥ O *ᵥ w) * hphase
  rw [← h1, expectation, expectation, star_star, Matrix.dotProduct_mulVec,
    ← Matrix.mulVec_transpose, dotProduct_comm]
```

Here $v$ is a ground state at $t$ with energy $E$, and $w$ is a ground state at $-t$ with energy $F$, assumed nondegenerate. The claim is $w^\dagger Ow=v^\dagger O^{T}v$ for every complex matrix $O$.

By hand, start from the conjugated state $\bar v$, which is a ground state at $-t$ with energy $E$. Both $E$ and $F$ are lowest there, so $E\le F$ and $F\le E$, hence $E=F$. Nondegeneracy now gives $\bar v=cw$ for some complex $c$. Both vectors have norm one, so

$$1=\bar v^{\,\dagger}\bar v=\bar c c\,w^\dagger w=|c|^2 .$$

The number $c$ is a phase, and it disappears from the expectation value:

$$\bar v^{\,\dagger}O\bar v=|c|^2\,w^\dagger Ow=w^\dagger Ow .$$

Finally, writing out the left side and regrouping the sum gives the transpose:

$$\bar v^{\,\dagger}O\bar v=\sum_{i,j}v_i\,O_{ij}\,\overline{v_j}=\sum_{i,j}\overline{v_j}\,(O^{T})_{ji}\,v_i=v^\dagger O^{T}v .$$

The named intermediate results in the proof are these steps. `hs` says that $\bar v$ is a ground state at $-t$, and `ne_zero` that a unit vector is nonzero, which the `lowest` condition requires. `hE` is $E=F$, `hc` is $\bar v=cw$, `hphase` is $\bar c c=1$, and `h1` is the equality of the two expectations. The tactic `linear_combination` proves an equation by showing that it follows from a stated multiple of a known one. The last `rw` performs the regrouping of the sum.

## The two parities

```lean
/-- For real `H` and `M` and a nondegenerate ground state of `H + itM` at every `t`, the
expectation of `iK` is odd in `t` for real antisymmetric `K`, and that of `A` is even for
real symmetric `A`. -/
theorem hyperfine_parity {H M A K : Matrix n n ℝ} (hA : Aᵀ = A) (hK : Kᵀ = -K)
    {E : ℝ → ℝ} {ψ : ℝ → n → ℂ}
    (hg : ∀ t, IsGroundState (hamiltonian H M t) (E t) (ψ t))
    (hn : ∀ t, Nondegenerate (hamiltonian H M t) (E t) (ψ t)) :
    (∀ t, expectation (imagOp K) (ψ (-t)) = -expectation (imagOp K) (ψ t)) ∧
    (∀ t, expectation (realOp A) (ψ (-t)) = expectation (realOp A) (ψ t)) := by
  -- transposition reverses `iK` and fixes `A`
  have hKt : (imagOp K)ᵀ = -imagOp K := by
    ext i j
    have h : K j i = -K i j := congrFun (congrFun hK i) j
    simp [imagOp, realOp, h]
  have hAt : (realOp A)ᵀ = realOp A := by
    ext i j
    have h : A j i = A i j := congrFun (congrFun hA i) j
    simp [realOp, h]
  refine ⟨fun t => ?_, fun t => ?_⟩
  · rw [expectation_reversed (hg t) (hg (-t)) (hn (-t)), hKt]
    simp only [expectation, Matrix.neg_mulVec, dotProduct_neg]
  · rw [expectation_reversed (hg t) (hg (-t)) (hn (-t)), hAt]
```

The maps `E` and `ψ` assign to each real $t$ an energy $E(t)$ and a vector $\psi(t)$. The hypothesis `hg` says that $\psi(t)$ is a ground state of $H(t)$ for every $t$, and `hn` that it is always nondegenerate. Neither continuity in $t$ nor a phase convention is required. With $A^{T}=A$ and $K^{T}=-K$, the theorem states for all $t$

$$\langle iK\rangle_{-t}=-\langle iK\rangle_{t},\qquad \langle A\rangle_{-t}=\langle A\rangle_{t},$$

where $\langle O\rangle_t=\psi(t)^\dagger O\,\psi(t)$.

The argument applies the previous theorem with $v=\psi(t)$ and $w=\psi(-t)$, which gives $\langle O\rangle_{-t}=\langle O^{T}\rangle_t$. Transposition reverses the orbital operator, $(iK)^{T}=-iK$, and leaves the contact-type one as it is. In the proof these two facts are `hKt` and `hAt`, and the two closing bullets insert them.

The first equation at $t=0$ says that the orbital hyperfine expectation vanishes without spin-orbit coupling. The familiar quenching of orbital angular momentum in a nondegenerate state of a real Hamiltonian has the same origin.

```lean
/-- For real `H` and `M`, real symmetric `A`, real antisymmetric `K` and a nondegenerate ground
state of `H + itM` at every `t`, the half-sum and half-difference of the expectation of `A + iK` at
couplings `t` and `-t` are the separate expectations of `A` and `iK` at `t`. -/
theorem hyperfine_separation {H M A K : Matrix n n ℝ} (hA : Aᵀ = A) (hK : Kᵀ = -K)
    {E : ℝ → ℝ} {ψ : ℝ → n → ℂ}
    (hg : ∀ t, IsGroundState (hamiltonian H M t) (E t) (ψ t))
    (hn : ∀ t, Nondegenerate (hamiltonian H M t) (E t) (ψ t)) (t : ℝ) :
    (expectation (realOp A + imagOp K) (ψ t) + expectation (realOp A + imagOp K) (ψ (-t))) / 2
      = expectation (realOp A) (ψ t) ∧
    (expectation (realOp A + imagOp K) (ψ t) - expectation (realOp A + imagOp K) (ψ (-t))) / 2
      = expectation (imagOp K) (ψ t) := by
  obtain ⟨ho, he⟩ := hyperfine_parity hA hK hg hn
  have hadd : ∀ v, expectation (realOp A + imagOp K) v
      = expectation (realOp A) v + expectation (imagOp K) v := fun v => by
    simp only [expectation, Matrix.add_mulVec, dotProduct_add]
  rw [hadd, hadd, ho t, he t]
  constructor <;> ring
```

The hypotheses are the same, and the operator is now the total $A+iK$. The theorem states

$$\frac{\langle A+iK\rangle_t+\langle A+iK\rangle_{-t}}{2}=\langle A\rangle_t,\qquad
\frac{\langle A+iK\rangle_t-\langle A+iK\rangle_{-t}}{2}=\langle iK\rangle_t .$$

This is the two-run procedure from the start. The expectation is additive in the operator, which is `hadd`, so the parities turn the value at $-t$ into $\langle A\rangle_t-\langle iK\rangle_t$. Adding it to, or subtracting it from, $\langle A\rangle_t+\langle iK\rangle_t$ isolates one term. `ring` does this algebra.

The separation is exact at any $t$, with no expansion in small coupling. It sorts contributions by the symmetry of the operator: the contact-type part $\langle A\rangle_t$ may still depend on $t$, because the state does.

## A degenerate level where oddness fails

```lean
/-- The real antisymmetric 2 × 2 matrix with upper right entry 1. -/
def J : Matrix (Fin 2) (Fin 2) ℝ := !![0, 1; -1, 0]
```

`J` is the matrix

$$J=\begin{pmatrix}0&1\\-1&0\end{pmatrix},$$

which is real and antisymmetric and will play the part of $K$. `Fin 2` is the label set with two elements.

```lean
/-- For `H = M = 0` the state `(3/5, 4i/5)` is a ground state at every `t`, and its expectation of
`iJ` is `-24/25`. -/
theorem degenerate_not_odd (t : ℝ) :
    IsGroundState (hamiltonian (0 : Matrix (Fin 2) (Fin 2) ℝ) 0 t) 0
      ![3 / 5, 4 / 5 * Complex.I] ∧
    expectation (imagOp J) ![3 / 5, 4 / 5 * Complex.I] = -24 / 25 := by
  have hz : hamiltonian (0 : Matrix (Fin 2) (Fin 2) ℝ) 0 t = 0 := by
    ext i j
    simp [hamiltonian, realOp, imagOp]
  -- numerals are real
  have c3 : (starRingEnd ℂ) 3 = 3 := by apply Complex.ext <;> simp
  have c4 : (starRingEnd ℂ) 4 = 4 := by apply Complex.ext <;> simp
  have c5 : (starRingEnd ℂ) 5 = 5 := by apply Complex.ext <;> simp
  refine ⟨⟨?_, ?_, fun F u hu he => ?_⟩, ?_⟩
  · simp [dotProduct, Fin.sum_univ_two]
    simp only [c3, c4, c5]
    linear_combination (-16 / 25 : ℂ) * Complex.I_sq
  · rw [hz]
    simp
  · rw [hz, Matrix.zero_mulVec] at he
    have hF : (F : ℂ) = 0 := (smul_eq_zero.mp he.symm).resolve_right hu
    exact (Complex.ofReal_eq_zero.mp hF).ge
  · simp [expectation, imagOp, realOp, J, Matrix.mulVec, dotProduct, Fin.sum_univ_two]
    simp only [c3, c4, c5]
    linear_combination (24 / 25 : ℂ) * Complex.I_sq

end

end HyperfineParity
```

With $H=M=0$ the Hamiltonian is zero at every $t$, so every vector is an eigenvector with energy $0$. The theorem picks $v=(3/5,\,4i/5)$ and makes two claims. The first is that $v$ is a ground state at each $t$. Its norm is one because $9/25+16/25=1$, and any competing eigenvalue $F$ satisfies $Fu=0$ with $u\ne0$, so $F=0$. The second is the value of the orbital expectation. Since $iJv=(-4/5,\,-3i/5)$,

$$v^\dagger(iJ)v=\frac35\cdot\Bigl(-\frac45\Bigr)+\Bigl(-\frac{4i}5\Bigr)\Bigl(-\frac{3i}5\Bigr)=-\frac{12}{25}-\frac{12}{25}=-\frac{24}{25}.$$

In the proof, `hz` says that the Hamiltonian is zero, `c3`, `c4` and `c5` say that the numerals equal their own conjugates, and the two uses of `linear_combination` supply $i^2=-1$.

Choose $\psi(t)=v$ for all $t$. The orbital expectation is then $-24/25$ at both $t$ and $-t$, whereas an odd function would change sign. So being a ground state at every $t$ is not enough for oddness, even when the state is chosen constant in $t$. In a calculation with a degenerate ground level, the half-difference of two runs can therefore miss the orbital term: here the half-difference is zero, while the orbital term is $-24/25$.

```lean
#print axioms HyperfineParity.hamiltonian_isHermitian
-- 'HyperfineParity.hamiltonian_isHermitian' depends on axioms: [propext, Classical.choice, Quot.sound]
#print axioms HyperfineParity.hyperfine_parity
-- 'HyperfineParity.hyperfine_parity' depends on axioms: [propext, Classical.choice, Quot.sound]
#print axioms HyperfineParity.hyperfine_separation
-- 'HyperfineParity.hyperfine_separation' depends on axioms: [propext, Classical.choice, Quot.sound]
#print axioms HyperfineParity.degenerate_not_odd
-- 'HyperfineParity.degenerate_not_odd' depends on axioms: [propext, Classical.choice, Quot.sound]
```
